# For a measurable force on $\mathbb R^n$ with $n\ge 1$, the starts whose velocity Verlet orbits converge to a given phase point have zero volume

## The Verlet map and its basins

A mechanical system has $n$ position coordinates $x\in\mathbb R^n$, velocities $v\in\mathbb R^n$ and an acceleration $a(x)$ that depends on the positions alone. For $N$ particles in space, $n=3N$, and the masses are absorbed into $a$. One velocity Verlet step of fixed size $h$ sends $(x,v)$ to $(x',v')$ with

$$x' = x + h v + \tfrac{h^2}{2}a(x),\qquad v' = v + \tfrac h2\bigl(a(x)+a(x')\bigr).$$

Write $T$ for this map and $T^k$ for $k$ steps. Volume means Lebesgue measure $\mu$ on the space of pairs $(x,v)$. Using momenta instead of velocities multiplies $\mu$ by a constant and leaves the sets of zero volume unchanged.

The basin $B(K)$ of a set $K$ in phase space consists of the starts whose orbit eventually stays in every neighbourhood of $K$. For a single point $p$ this is ordinary convergence, $T^k z\to p$. The word is used more loosely here than in many textbooks: $K$ need not be invariant, closed or attracting.

## Can a Verlet run settle down?

A damped pendulum comes to rest from a whole region of initial conditions. The question is whether a Verlet trajectory without friction can do the same at a large step, where the discrete map may look quite unlike the true motion. It cannot, if $n\ge1$, the force is a measurable function of position and the step is fixed: the basin of any single phase point has volume zero.

For simulation practice this means that, in exact arithmetic, a constant-step run with such forces, started from a random point with a probability density on phase space, has probability zero of converging to a prescribed resting configuration. The density matters: the starts with all velocities zero form a set of volume zero, and so do the starts with one fixed set of positions and arbitrary velocities. The theorem alone therefore does not exclude convergence for a run begun at rest, or for runs begun from one given structure with random velocities.

## The statements in words

In the Lean code the coordinates are labelled by a type `ι`, and `Phase ι` is the space of pairs (positions, velocities). The acceleration is `a`, the step is `h`, and `verlet a h` is $T$. The notation `T^[k]` is the $k$-th iterate, and `volume` is Lebesgue measure. The filter `𝓝ˢ K` encodes the neighbourhoods of $K$, so `basin T K` is $B(K)$.

- `volume_verlet_basin_le` says that $\mu(B(K))\le\mu(K)$ for every set $K$, with $\mu$ read as outer measure on sets that are not measurable. Here `[Fintype ι]` makes the number of coordinates finite.
- `volume_verlet_converging_eq_zero` adds `[Nonempty ι]`, that is $n\ge1$, and says that the starts converging to a given $p$ have volume zero. The point $p$ need not be an equilibrium.
- `exists_not_converging` says, again for $n\ge1$, that every nonempty open region contains a start that does not converge to $p$. Hence no phase point attracts a full neighbourhood of itself.
- `inverted_oscillator_converging` gives a subspace of starts that do converge, for one particular force and step. With $n$ coordinates it has dimension $n$, so it is a line for $n=1$.

The hypothesis `Measurable a` admits every continuous force and also forces that jump at a cutoff radius. A force that is singular when particles meet must be given some value there. The step `h` may be any real number, with no stability limit.

The model has a fixed step and no thermostat, velocity-dependent friction or constraint solver. It also leaves out rounding, since floating-point Verlet acts on a finite set of numbers and can merge distinct states, and forces that depend on earlier steps, as with an outdated neighbour list.

## Volume conservation by kicks and drifts

A kick of duration $\tau$ is $(x,v)\mapsto(x,v+\tau a(x))$, and a drift is $(x,v)\mapsto(x+hv,v)$. Start with a half kick, $\tau=h/2$, which gives the velocity $w=v+\frac h2a(x)$. The drift then moves the position to

$$x+hw=x+hv+\tfrac{h^2}{2}a(x)=x'.$$

The second half kick gives $w+\frac h2a(x')=v+\frac h2(a(x)+a(x'))=v'$. So a Verlet step is kick, drift, kick.

Each factor preserves volume. For a measurable set $S$, let $S_x$ be the set of velocities $v$ with $(x,v)\in S$, and let $\lambda$ be Lebesgue measure on $\mathbb R^n$. The preimage of $S$ under a kick has volume

$$\int \lambda\bigl(S_x-\tau a(x)\bigr)\,dx=\int\lambda(S_x)\,dx=\mu(S),$$

because translating a set does not change its volume. No derivative of $a$ is needed. The drift is the same argument with positions and velocities exchanged.

## From conserved volume to small basins

Let $U$ be a measurable region and let $A$ be the set of starts whose orbit is in $U$ at all times $k\ge0$. The starts that are in $U$ from time $N$ on form the set $s_N=T^{-N}(A)$, a preimage. Since $T$ preserves volume and $A\subseteq U$,

$$\mu(s_N)=\mu(A)\le\mu(U).$$

The sets $s_N$ grow with $N$, and their union is the set of all starts that are eventually trapped in $U$. The measure of an increasing union is the supremum of the measures, so the trapped set also has volume at most $\mu(U)$.

Now take any $K$ and any open $U\supseteq K$. An orbit starting in $B(K)$ is eventually trapped in $U$, hence $\mu(B(K))\le\mu(U)$. Lebesgue measure is outer regular: $\mu(K)$ is the infimum of $\mu(U)$ over such $U$. Therefore $\mu(B(K))\le\mu(K)$.

For $n\ge1$ a point has volume zero, and so does its basin. A nonempty open region has positive volume, so it cannot lie inside that basin.

## A saddle with more than one converging start

A null basin can still be larger than the point itself. Take the inverted oscillator $a(x)=x$, in units where its rate is one, with $h=3/2$. From $(d,-\frac54d)$ the step gives

$$x'=\Bigl(1-\tfrac{15}{8}+\tfrac98\Bigr)d=\tfrac14d,\qquad
v'=\Bigl(-\tfrac54+\tfrac34\cdot\tfrac54\Bigr)d=-\tfrac5{16}d.$$

This is $\frac14$ times the start. After $k$ steps the factor is $4^{-k}$, and the orbit tends to the origin.

In one dimension with $d=16$, the orbit is

$$(16,-20)\to(4,-5)\to(1,-\tfrac54)\to\cdots$$

Changing the initial velocity to $-19$ gives instead

$$(16,-19)\to(5.5,-2.875)\to(7.375,6.78125),$$

and the particle is now moving away from the origin.

## No coordinates, or no time step

For $n=0$ phase space is a single point of volume one, and its basin is that point. The bound $\mu(B(K))\le\mu(K)$ still holds, but the zero-volume conclusion fails, which is why it needs at least one degree of freedom.

For $h=0$ the Verlet map is the identity. Every orbit stands still, $B(K)=K$, and the bound is an equality.

## The complete Lean development

```lean
import Mathlib

open MeasureTheory Filter Topology

namespace VerletBasins

noncomputable section

/-- Phase space: positions and velocities, with one real coordinate of each per index. -/
abbrev Phase (ι : Type*) := (ι → ℝ) × (ι → ℝ)

/-- The basin of a set `K` under a map `T`: the starting points whose orbit eventually
stays in every neighbourhood of `K`. -/
def basin {X : Type*} [TopologicalSpace X] (T : X → X) (K : Set X) : Set X :=
  {z | Tendsto (fun k : ℕ => T^[k] z) atTop (𝓝ˢ K)}

variable {ι : Type*}

/-- A kick: the velocity changes by the acceleration at the current position times `τ`. -/
def kick (a : (ι → ℝ) → (ι → ℝ)) (τ : ℝ) (z : Phase ι) : Phase ι :=
  (z.1, z.2 + τ • a z.1)

/-- A drift: the position moves with constant velocity for a time `h`. -/
def drift (h : ℝ) (z : Phase ι) : Phase ι :=
  (z.1 + h • z.2, z.2)

/-- One velocity Verlet step of size `h` for the acceleration field `a`: a second-order
position update, then a velocity update with the mean of old and new accelerations. -/
def verlet (a : (ι → ℝ) → (ι → ℝ)) (h : ℝ) (z : Phase ι) : Phase ι :=
  (z.1 + h • z.2 + (h ^ 2 / 2) • a z.1,
    z.2 + (h / 2) • (a z.1 + a (z.1 + h • z.2 + (h ^ 2 / 2) • a z.1)))

/-- A velocity Verlet step is a half kick, a full drift and another half kick. -/
theorem verlet_eq_kick_drift_kick (a : (ι → ℝ) → (ι → ℝ)) (h : ℝ) (z : Phase ι) :
    verlet a h z = kick a (h / 2) (drift h (kick a (h / 2) z)) := by
  have hx : z.1 + h • (z.2 + (h / 2) • a z.1)
      = z.1 + h • z.2 + (h ^ 2 / 2) • a z.1 := by module
  simp only [verlet, kick, drift, hx, Prod.mk.injEq, true_and]
  module

/-- Under a measure-preserving map, the points whose orbit is eventually trapped in a
measurable region `U` occupy no more volume than `U` itself. -/
theorem measure_eventually_trapped_le {X : Type*} [MeasurableSpace X] {μ : Measure X}
    {T : X → X} (hT : MeasurePreserving T μ μ) {U : Set X} (hU : MeasurableSet U) :
    μ {z | ∀ᶠ k : ℕ in atTop, T^[k] z ∈ U} ≤ μ U := by
  -- the points that stay in `U` at all times
  let A : Set X := {z | ∀ k : ℕ, T^[k] z ∈ U}
  have hA : MeasurableSet A := by
    have hEq : A = ⋂ k : ℕ, T^[k] ⁻¹' U := by
      ext z
      simp [A]
    rw [hEq]
    exact MeasurableSet.iInter fun k => (hT.iterate k).measurable hU
  -- the points that stay in `U` from time `N` on
  let s : ℕ → Set X := fun N => {z | ∀ k : ℕ, N ≤ k → T^[k] z ∈ U}
  have hs : ∀ N, s N = T^[N] ⁻¹' A := by
    intro N
    ext z
    constructor
    · intro hz k
      rw [← Function.iterate_add_apply]
      exact hz (k + N) (by omega)
    · intro hz k hk
      have h1 : T^[k - N] (T^[N] z) ∈ U := hz (k - N)
      rwa [← Function.iterate_add_apply, Nat.sub_add_cancel hk] at h1
  have hmono : Monotone s := fun N M hNM z hz k hk => hz k (hNM.trans hk)
  have hunion : {z | ∀ᶠ k : ℕ in atTop, T^[k] z ∈ U} = ⋃ N, s N := by
    ext z
    simp [s, eventually_atTop]
  rw [hunion, hmono.measure_iUnion]
  refine iSup_le fun N => ?_
  rw [hs N, (hT.iterate N).measure_preimage hA.nullMeasurableSet]
  exact measure_mono fun z hz => hz 0

/-- For a map preserving an outer regular measure, the basin of any set `K` has
measure at most that of `K`. -/
theorem measure_basin_le {X : Type*} [TopologicalSpace X] [MeasurableSpace X]
    [OpensMeasurableSpace X] {μ : Measure X} [μ.OuterRegular]
    {T : X → X} (hT : MeasurePreserving T μ μ) (K : Set X) :
    μ (basin T K) ≤ μ K := by
  refine not_lt.mp fun hlt => ?_
  -- an open neighbourhood of `K` that is still smaller than the basin
  obtain ⟨U, hKU, hU, hUlt⟩ := K.exists_isOpen_lt_of_lt _ hlt
  have hsub : basin T K ⊆ {z | ∀ᶠ k : ℕ in atTop, T^[k] z ∈ U} :=
    fun z hz => hz (hU.mem_nhdsSet.2 hKU)
  exact absurd hUlt (not_lt_of_ge
    ((measure_mono hsub).trans (measure_eventually_trapped_le hT hU.measurableSet)))

/-- For a measurable acceleration field and any step size, the velocity Verlet basin
of a set `K` in phase space has volume at most that of `K`. -/
theorem volume_verlet_basin_le [Fintype ι] {a : (ι → ℝ) → (ι → ℝ)} (ha : Measurable a)
    (h : ℝ) (K : Set (Phase ι)) :
    volume (basin (verlet a h) K) ≤ volume K := by
  -- a shear translates each velocity fibre, so it preserves volume
  have shear : ∀ (b : (ι → ℝ) → (ι → ℝ)), Measurable b →
      MeasurePreserving (fun z : Phase ι => (z.1, z.2 + b z.1)) volume volume := by
    intro b hb
    exact (MeasurePreserving.id (volume : Measure (ι → ℝ))).skew_product
      (g := fun x v => v + b x)
      (measurable_snd.add (hb.comp measurable_fst))
      (Eventually.of_forall fun x => map_add_right_eq_self volume (b x))
  have hkick : MeasurePreserving (kick a (h / 2)) volume volume :=
    shear (fun x => (h / 2) • a x) (ha.const_smul (h / 2))
  -- a drift is a shear with the roles of position and velocity exchanged
  have hswap : MeasurePreserving (Prod.swap : Phase ι → Phase ι) volume volume :=
    Measure.measurePreserving_swap
  have hdrift : MeasurePreserving (drift h : Phase ι → Phase ι) volume volume :=
    hswap.comp ((shear (fun v => h • v) (measurable_id.const_smul h)).comp hswap)
  have hfac : verlet a h = kick a (h / 2) ∘ drift h ∘ kick a (h / 2) :=
    funext fun z => verlet_eq_kick_drift_kick a h z
  refine measure_basin_le ?_ K
  rw [hfac]
  exact hkick.comp (hdrift.comp hkick)

/-- With at least one degree of freedom, a measurable acceleration field and any step size,
the starting points whose velocity Verlet orbit converges to a given phase point `p`
form a set of Lebesgue measure zero. -/
theorem volume_verlet_converging_eq_zero [Fintype ι] [Nonempty ι]
    {a : (ι → ℝ) → (ι → ℝ)} (ha : Measurable a) (h : ℝ) (p : Phase ι) :
    volume {z | Tendsto (fun k : ℕ => (verlet a h)^[k] z) atTop (𝓝 p)} = 0 := by
  have hx : volume ({p.1} : Set (ι → ℝ)) = 0 := by
    rw [← Set.univ_pi_singleton, volume_pi_pi]
    simp
  -- a single phase point has no volume
  have hp : volume ({p} : Set (Phase ι)) = 0 := by
    have hprod : ({p} : Set (Phase ι)) = {p.1} ×ˢ {p.2} := by
      rw [Set.singleton_prod_singleton]
    rw [hprod, Measure.volume_eq_prod, Measure.prod_prod, hx, zero_mul]
  have hle := volume_verlet_basin_le ha h {p}
  rw [hp] at hle
  simpa only [basin, nhdsSet_singleton] using le_antisymm hle zero_le

/-- With finitely many degrees of freedom, at least one, and a measurable acceleration field, every
nonempty open region of phase space contains a start whose velocity Verlet orbit does not converge
to the given point `p`. -/
theorem exists_not_converging [Fintype ι] [Nonempty ι]
    {a : (ι → ℝ) → (ι → ℝ)} (ha : Measurable a) (h : ℝ) (p : Phase ι)
    {U : Set (Phase ι)} (hU : IsOpen U) (hne : U.Nonempty) :
    ∃ z ∈ U, ¬ Tendsto (fun k : ℕ => (verlet a h)^[k] z) atTop (𝓝 p) := by
  by_contra hcon
  push Not at hcon
  have hzero : volume U = 0 :=
    measure_mono_null (fun z hz => hcon z hz) (volume_verlet_converging_eq_zero ha h p)
  exact (hU.measure_pos volume hne).ne' hzero

/-- For the inverted oscillator with acceleration `a(x) = x` and step `3/2`, every velocity
Verlet orbit started at position `c` with velocity `-(5/4) c` converges to the origin. -/
theorem inverted_oscillator_converging (c : ι → ℝ) :
    Tendsto (fun k : ℕ => (verlet (fun x : ι → ℝ => x) (3 / 2))^[k]
      (c, (-(5 / 4) : ℝ) • c)) atTop (𝓝 0) := by
  -- one step contracts this direction by the factor 1/4
  have step : ∀ d : ι → ℝ, verlet (fun x : ι → ℝ => x) (3 / 2) (d, (-(5 / 4) : ℝ) • d)
      = ((1 / 4 : ℝ) • d, (-(5 / 4) : ℝ) • ((1 / 4 : ℝ) • d)) := by
    intro d
    simp only [verlet, Prod.mk.injEq]
    constructor <;> module
  have orbit : ∀ (k : ℕ) (d : ι → ℝ),
      (verlet (fun x : ι → ℝ => x) (3 / 2))^[k] (d, (-(5 / 4) : ℝ) • d)
        = (1 / 4 : ℝ) ^ k • ((d, (-(5 / 4) : ℝ) • d) : Phase ι) := by
    intro k
    induction k with
    | zero => intro d; simp only [Function.iterate_zero, id_eq, pow_zero, one_smul]
    | succ k ih =>
      intro d
      rw [Function.iterate_succ_apply, step, ih]
      simp only [Prod.smul_mk, Prod.mk.injEq]
      constructor <;> module
  simp only [orbit]
  have hpow : Tendsto (fun k : ℕ => (1 / 4 : ℝ) ^ k) atTop (𝓝 0) :=
    tendsto_pow_atTop_nhds_zero_of_lt_one (by norm_num) (by norm_num)
  have hlim := hpow.smul_const ((c, (-(5 / 4) : ℝ) • c) : Phase ι)
  rwa [zero_smul] at hlim

end

end VerletBasins
```

```lean
#print axioms VerletBasins.volume_verlet_converging_eq_zero
#print axioms VerletBasins.exists_not_converging
#print axioms VerletBasins.inverted_oscillator_converging
```

```
'VerletBasins.volume_verlet_converging_eq_zero' depends on axioms: [propext, Classical.choice, Quot.sound]
'VerletBasins.exists_not_converging' depends on axioms: [propext, Classical.choice, Quot.sound]
'VerletBasins.inverted_oscillator_converging' depends on axioms: [propext, Classical.choice, Quot.sound]
```

## How the code carries out the argument

**The factorisation.** `verlet_eq_kick_drift_kick` first proves `hx`, the identity for the new position. After substituting it, only the velocity equation is left. Both are linear identities in vectors with scalar coefficients, which the tactic `module` settles.

**The trapping bound.** `measure_eventually_trapped_le` is stated for any measure-preserving map, invertible or not. The set `A` is written as a countable intersection of preimages of `U`, which makes it measurable. The step `hs` proves $s_N=T^{-N}(A)$ by splitting a time $k\ge N$ into $N$ and $k-N$. Then `hmono.measure_iUnion` turns the measure of the union into a supremum, and `measure_preimage` replaces each term by the measure of `A`.

**The passage to $K$.** `measure_basin_le` argues by contradiction. If the basin had larger measure than $K$, outer regularity would supply an open $U\supseteq K$ still smaller than the basin. The inclusion `hsub` and the trapping bound exclude this.

**Verlet preserves volume.** Inside `volume_verlet_basin_le`, the local statement `shear` is the integral computation above: `skew_product` handles the integration over fibres, and `map_add_right_eq_self` is translation invariance. A kick is a shear directly. A drift is obtained by swapping positions and velocities, shearing and swapping back. Composing the three maps gives the invariance of the Verlet step, to which `measure_basin_le` applies.

**Points and open regions.** `volume_verlet_converging_eq_zero` writes $\{p\}$ as a product of two one-point sets. The position factor has volume zero because there is at least one coordinate, so the product has volume zero too. With $K=\{p\}$ the general bound then gives the result. In `exists_not_converging`, the assumption that every start in `U` converges would make `U` null, against `hU.measure_pos`.

**The saddle.** In `inverted_oscillator_converging`, `step` is the contraction by $\frac14$ and `orbit` extends it to $k$ steps by induction. The induction keeps the vector `d` general, because after one step the hypothesis is applied to $\frac14d$. The limit follows from $(\frac14)^k\to0$. This theorem uses no volume, and its index type may even be infinite.
